# Twist averaging gives the exact bulk energy of free spinless electrons on a ring

Let $E(t)$ be the ground-state energy of $N\ge 1$ free spinless electrons on a ring at twist $t$, with level energies $(n+t)^2$ for integer $n$. Then

$$E(0)=\frac{N(N^2-1)}{12}\ \ (N\text{ odd}),\qquad E(0)=\frac{N(N^2+2)}{12}\ \ (N\text{ even}),\qquad \int_0^1E(t)\,dt=\frac{N^3}{12}.$$

The last value is the bulk energy, that of $N$ electrons in the infinite system at the same density. The zero-twist energy lies below it for odd $N$ and above it for even $N$.

## Levels, twist and bulk energy

On a ring of length $L$, a boundary phase $2\pi t$ allows the wave numbers $2\pi(n+t)/L$. Energies are in units of $(\hbar^2/2m_e)(2\pi/L)^2$, with $m_e$ the electron mass. A determinant of plane waves is a set $S$ of $N$ integers, with energy $\sum_{n\in S}(n+t)^2$, and $E(t)$ is the minimum over such sets.

The bulk limit takes ever longer rings at the same density $N/L$. With $N$ and $L$ still those of the original ring and $k$ in units of $2\pi/L$, the levels then fill $|k|\le N/2$ continuously. The energy per $N$ electrons is $\int_{-N/2}^{N/2}k^2\,dk=N^3/12$.

Twist averaging is used in simulations of metals to reduce finite-size errors; in this one-dimensional, non-interacting model it removes the error in the energy completely.

## The optimal Fermi sea

Choose an integer $m$ nearest to $t+(N-1)/2$ and set $\delta=t+(N-1)/2-m$, so $|\delta|\le 1/2$. Let $W$ be the block $-m,\dots,-m+N-1$. Its momenta $n+t$ run from $\delta-(N-1)/2$ to $\delta+(N-1)/2$, so their squares are at most $\mu=(N/2)^2$. Every other momentum is at least $\delta+(N+1)/2\ge N/2$ or at most $\delta-(N+1)/2\le -N/2$, so its square is at least $\mu$.

For any other $N$-element set $S$, the common levels cancel, and equal particle numbers let us subtract $\mu$ from each level:

$$\sum_{n\in S}(n+t)^2-\sum_{n\in W}(n+t)^2=\sum_{n\in S\setminus W}\big[(n+t)^2-\mu\big]-\sum_{n\in W\setminus S}\big[(n+t)^2-\mu\big]\ge 0.$$

So $W$ is optimal. Its momenta are $\delta+i-(N-1)/2$ for $i=0,\dots,N-1$. The terms linear in $\delta$ sum to zero, and

$$\sum_{i=0}^{N-1}\Big(i-\frac{N-1}{2}\Big)^2=\frac{(N-1)N(2N-1)}{6}-\frac{N(N-1)^2}{4}=\frac{N(N^2-1)}{12}.$$

Hence $E(t)=N(N^2-1)/12+N\delta^2$.

## Single twists and their average

The error against the bulk is $-N/12+N\delta^2$. Since $0\le\delta^2\le1/4$, it lies between $-N/12$ and $N/6$. At $t=0$, odd $N$ gives $\delta=0$ and even $N$ gives $\delta^2=1/4$: these are the two extremes. At $t=1/2$ the two values of $\delta^2$ are exchanged, so the mean of the periodic and antiperiodic energies has error $-N/12+N/8=N/24$ for either parity.

Raising $t$ and $m$ by one leaves $\delta$ unchanged, so $E$ has period 1. On $[-N/2,-N/2+1]$ we may take $m=0$, and $\delta$ runs from $-1/2$ to $1/2$. Therefore

$$\int_0^1E(t)\,dt=\frac{N(N^2-1)}{12}+N\int_{-1/2}^{1/2}\delta^2\,d\delta=\frac{N^3}{12}.$$

## The Lean file

```lean
import Mathlib

open Finset

namespace RingTwistAveraging

noncomputable section

/-- Kinetic energy of the determinant occupying the plane waves `n ∈ S` at twist `t`,
in units where the level `n` has energy `(n + t)²`. -/
def kineticEnergy (S : Finset ℤ) (t : ℝ) : ℝ := ∑ n ∈ S, ((n : ℝ) + t) ^ 2

/-- The energies of all plane-wave determinants of `N` spinless electrons at twist `t`. -/
def determinantEnergies (N : ℕ) (t : ℝ) : Set ℝ :=
  {e | ∃ S : Finset ℤ, S.card = N ∧ kineticEnergy S t = e}

/-- Ground-state energy of `N` free spinless electrons on a ring at twist `t`. -/
def groundEnergy (N : ℕ) (t : ℝ) : ℝ := sInf (determinantEnergies N t)

/-- Bulk energy: the levels `k²` integrated over the continuous Fermi sea `|k| ≤ N/2`. -/
def bulkEnergy (N : ℕ) : ℝ := ∫ k in (-((N : ℝ) / 2))..((N : ℝ) / 2), k ^ 2

/-- The block of `N` consecutive plane waves `a, a + 1, …, a + N - 1`. -/
def fermiSea (a : ℤ) (N : ℕ) : Finset ℤ := (range N).image (fun i : ℕ => a + (i : ℤ))

lemma mem_fermiSea (a n : ℤ) (N : ℕ) : n ∈ fermiSea a N ↔ a ≤ n ∧ n < a + N := by
  simp only [fermiSea, mem_image, mem_range]
  constructor
  · rintro ⟨i, hi, rfl⟩
    omega
  · intro h
    exact ⟨(n - a).toNat, by omega, by omega⟩

lemma card_fermiSea (a : ℤ) (N : ℕ) : (fermiSea a N).card = N := by
  rw [fermiSea, card_image_of_injective _ (fun i j h => by simpa using h), card_range]

/-- The energy of a block of consecutive plane waves is that of the centred block plus
`N` times the square of the mean momentum. -/
theorem kineticEnergy_fermiSea (a : ℤ) (N : ℕ) (t : ℝ) :
    kineticEnergy (fermiSea a N) t =
      N * ((N : ℝ) ^ 2 - 1) / 12 + N * (a + t + ((N : ℝ) - 1) / 2) ^ 2 := by
  rw [kineticEnergy, fermiSea, sum_image (fun i _ j _ h => by simpa using h)]
  induction N with
  | zero => simp
  | succ N ih =>
    rw [sum_range_succ, ih]
    push_cast
    ring

/-- Aufbau principle: if all levels in `W` lie at or below `μ` and all others at or above it, no
plane-wave determinant with equally many electrons has lower energy than `W`. -/
theorem aufbau {S W : Finset ℤ} {t μ : ℝ} (hcard : S.card = W.card)
    (hin : ∀ n ∈ W, ((n : ℝ) + t) ^ 2 ≤ μ) (hout : ∀ n ∉ W, μ ≤ ((n : ℝ) + t) ^ 2) :
    kineticEnergy W t ≤ kineticEnergy S t := by
  -- measure energies from `μ` and cancel the levels that both sets occupy
  have h1 := sum_filter_add_sum_filter_not W (fun n => n ∈ S)
    (fun n : ℤ => ((n : ℝ) + t) ^ 2 - μ)
  have h2 := sum_filter_add_sum_filter_not S (fun n => n ∈ W)
    (fun n : ℤ => ((n : ℝ) + t) ^ 2 - μ)
  have h3 : W.filter (fun n => n ∈ S) = S.filter (fun n => n ∈ W) := by
    ext n
    simp only [mem_filter]
    exact and_comm
  have h4 : ∑ n ∈ W.filter (fun n => n ∉ S), (((n : ℝ) + t) ^ 2 - μ) ≤ 0 :=
    sum_nonpos fun n hn => sub_nonpos.mpr (hin n (mem_filter.mp hn).1)
  have h5 : 0 ≤ ∑ n ∈ S.filter (fun n => n ∉ W), (((n : ℝ) + t) ^ 2 - μ) :=
    sum_nonneg fun n hn => sub_nonneg.mpr (hout n (mem_filter.mp hn).2)
  rw [h3] at h1
  have key : ∑ n ∈ W, (((n : ℝ) + t) ^ 2 - μ) ≤ ∑ n ∈ S, (((n : ℝ) + t) ^ 2 - μ) := by
    linarith
  simp only [sum_sub_distrib, sum_const, hcard, nsmul_eq_mul] at key
  unfold kineticEnergy
  linarith

/-- The minimum energy is attained by the block of consecutive plane waves starting at `-m`,
provided its mean momentum is at most `1/2` in magnitude. -/
theorem fermiSea_isLeast (N : ℕ) (t : ℝ) (m : ℤ)
    (h : |t + ((N : ℝ) - 1) / 2 - m| ≤ 1 / 2) :
    IsLeast (determinantEnergies N t) (kineticEnergy (fermiSea (-m) N) t) := by
  obtain ⟨h1, h2⟩ := abs_le.mp h
  have hN : (0 : ℝ) ≤ N := Nat.cast_nonneg N
  refine ⟨⟨_, card_fermiSea _ _, rfl⟩, ?_⟩
  rintro _ ⟨S, hS, rfl⟩
  -- the Fermi momentum is `N/2`
  apply aufbau (μ := ((N : ℝ) / 2) ^ 2) (hS.trans (card_fermiSea _ _).symm)
  · intro n hn
    rw [mem_fermiSea] at hn
    have a1 : -(m : ℝ) ≤ n := by exact_mod_cast hn.1
    have a2 : (n : ℝ) + 1 ≤ -m + N := by
      exact_mod_cast (by omega : n + 1 ≤ -m + (N : ℤ))
    exact sq_le_sq' (by linarith) (by linarith)
  · intro n hn
    rw [mem_fermiSea] at hn
    rcases (by omega : n + 1 ≤ -m ∨ -m + (N : ℤ) ≤ n) with hl | hr
    · have a1 : (n : ℝ) + 1 ≤ -m := by exact_mod_cast hl
      have a2 : (n : ℝ) + t ≤ -((N : ℝ) / 2) := by linarith
      nlinarith
    · have a1 : -(m : ℝ) + N ≤ n := by exact_mod_cast hr
      have a2 : (N : ℝ) / 2 ≤ (n : ℝ) + t := by linarith
      nlinarith

/-- Ground-state energy at twist `t`, where `m` is an integer nearest to `t + (N - 1)/2`. -/
theorem groundEnergy_eq (N : ℕ) (t : ℝ) (m : ℤ)
    (h : |t + ((N : ℝ) - 1) / 2 - m| ≤ 1 / 2) :
    groundEnergy N t =
      N * ((N : ℝ) ^ 2 - 1) / 12 + N * (t + ((N : ℝ) - 1) / 2 - m) ^ 2 := by
  rw [groundEnergy, (fermiSea_isLeast N t m h).csInf_eq, kineticEnergy_fermiSea]
  push_cast
  ring

lemma groundEnergy_periodic (N : ℕ) : Function.Periodic (groundEnergy N) 1 := by
  intro t
  have h := abs_sub_round (t + ((N : ℝ) - 1) / 2)
  rw [groundEnergy_eq N t _ h,
    groundEnergy_eq N (t + 1) (round (t + ((N : ℝ) - 1) / 2) + 1) (by
      rw [abs_le] at h ⊢
      push_cast
      constructor <;> linarith [h.1, h.2])]
  push_cast
  ring

/-- The bulk energy of `N` electrons is `N³/12`. -/
theorem bulkEnergy_eq (N : ℕ) : bulkEnergy N = (N : ℝ) ^ 3 / 12 := by
  simp only [bulkEnergy, integral_pow]
  push_cast
  ring

/-- At zero twist an odd number of electrons has energy `N(N² - 1)/12`, below the bulk value. -/
theorem gamma_odd {N : ℕ} (hN : Odd N) :
    groundEnergy N 0 = N * ((N : ℝ) ^ 2 - 1) / 12 ∧ groundEnergy N 0 < bulkEnergy N := by
  have hpos : (0 : ℝ) < N := by exact_mod_cast hN.pos
  have e : groundEnergy N 0 = N * ((N : ℝ) ^ 2 - 1) / 12 := by
    obtain ⟨k, rfl⟩ := hN
    rw [groundEnergy_eq (2 * k + 1) 0 k (by
      rw [abs_le]; push_cast; constructor <;> linarith)]
    push_cast
    ring
  refine ⟨e, ?_⟩
  rw [e, bulkEnergy_eq]
  linarith

/-- At zero twist a positive even number of electrons has energy `N(N² + 2)/12`, above the
bulk value. -/
theorem gamma_even {N : ℕ} (hN : Even N) (h0 : 0 < N) :
    groundEnergy N 0 = N * ((N : ℝ) ^ 2 + 2) / 12 ∧ bulkEnergy N < groundEnergy N 0 := by
  have hpos : (0 : ℝ) < N := by exact_mod_cast h0
  have e : groundEnergy N 0 = N * ((N : ℝ) ^ 2 + 2) / 12 := by
    obtain ⟨k, rfl⟩ := hN
    rw [groundEnergy_eq (k + k) 0 k (by
      rw [abs_le]; push_cast; constructor <;> linarith)]
    push_cast
    ring
  refine ⟨e, ?_⟩
  rw [e, bulkEnergy_eq]
  linarith

/-- Twist averaging is exact: the ground-state energy averaged over all twists in `[0, 1]`
is the bulk energy, for every number of electrons. -/
theorem twist_average (N : ℕ) : ∫ t in (0 : ℝ)..1, groundEnergy N t = bulkEnergy N := by
  -- move to the period on which one and the same Fermi sea is the ground state
  have h := (groundEnergy_periodic N).intervalIntegral_add_eq 0 (-((N : ℝ) / 2))
  rw [zero_add] at h
  have hc : ∫ t in (-((N : ℝ) / 2))..(-((N : ℝ) / 2) + 1), groundEnergy N t =
      ∫ t in (-((N : ℝ) / 2))..(-((N : ℝ) / 2) + 1),
        (N * ((N : ℝ) ^ 2 - 1) / 12 + N * (t + ((N : ℝ) - 1) / 2) ^ 2) := by
    apply intervalIntegral.integral_congr
    intro t ht
    rw [Set.uIcc_of_le (by linarith)] at ht
    have e := groundEnergy_eq N t 0 (by
      rw [abs_le]; push_cast; constructor <;> linarith [ht.1, ht.2])
    simpa only [Int.cast_zero, sub_zero] using e
  -- integrate the parabola
  have hd : ∀ t : ℝ, HasDerivAt
      (fun t : ℝ => N * ((N : ℝ) ^ 2 - 1) / 12 * t + N / 3 * (t + ((N : ℝ) - 1) / 2) ^ 3)
      (N * ((N : ℝ) ^ 2 - 1) / 12 + N * (t + ((N : ℝ) - 1) / 2) ^ 2) t := fun t =>
    (((hasDerivAt_id' t).const_mul (N * ((N : ℝ) ^ 2 - 1) / 12)).fun_add
      ((((hasDerivAt_id' t).add_const (((N : ℝ) - 1) / 2)).fun_pow 3).const_mul
        ((N : ℝ) / 3))).congr_deriv (by
          simp only [Nat.reduceSub, Nat.cast_ofNat]
          ring)
  rw [h, hc, intervalIntegral.integral_eq_sub_of_hasDerivAt (fun t _ => hd t)
    (Continuous.intervalIntegrable (by fun_prop) _ _), bulkEnergy_eq]
  ring

/-- At any single twist the error against the bulk energy lies between `-N/12` and `N/6`. -/
theorem single_twist_error (N : ℕ) (t : ℝ) :
    -(N : ℝ) / 12 ≤ groundEnergy N t - bulkEnergy N ∧
      groundEnergy N t - bulkEnergy N ≤ (N : ℝ) / 6 := by
  have h := abs_sub_round (t + ((N : ℝ) - 1) / 2)
  have hN : (0 : ℝ) ≤ N := Nat.cast_nonneg N
  rw [groundEnergy_eq N t _ h, bulkEnergy_eq]
  obtain ⟨h1, h2⟩ := abs_le.mp h
  have hs := sq_le_sq' h1 h2
  have u := mul_le_mul_of_nonneg_left hs hN
  have l := mul_nonneg hN (sq_nonneg
    (t + ((N : ℝ) - 1) / 2 - round (t + ((N : ℝ) - 1) / 2)))
  constructor <;> linarith

/-- The mean of the periodic (`t = 0`) and antiperiodic (`t = 1/2`) energies exceeds the bulk
energy by `N/24`, for even and odd `N` alike. -/
theorem periodic_antiperiodic_mean (N : ℕ) :
    (groundEnergy N 0 + groundEnergy N (1 / 2)) / 2 = bulkEnergy N + (N : ℝ) / 24 := by
  rw [bulkEnergy_eq]
  rcases Nat.even_or_odd N with ⟨k, rfl⟩ | ⟨k, rfl⟩
  · rw [groundEnergy_eq (k + k) 0 k (by
        rw [abs_le]; push_cast; constructor <;> linarith),
      groundEnergy_eq (k + k) (1 / 2) k (by
        rw [abs_le]; push_cast; constructor <;> linarith)]
    push_cast
    ring
  · rw [groundEnergy_eq (2 * k + 1) 0 k (by
        rw [abs_le]; push_cast; constructor <;> linarith),
      groundEnergy_eq (2 * k + 1) (1 / 2) k (by
        rw [abs_le]; push_cast; constructor <;> linarith)]
    push_cast
    ring

end

end RingTwistAveraging
```

```lean
#print axioms RingTwistAveraging.gamma_even
-- 'RingTwistAveraging.gamma_even' depends on axioms: [propext, Classical.choice, Quot.sound]
#print axioms RingTwistAveraging.twist_average
-- 'RingTwistAveraging.twist_average' depends on axioms: [propext, Classical.choice, Quot.sound]
#print axioms RingTwistAveraging.single_twist_error
-- 'RingTwistAveraging.single_twist_error' depends on axioms: [propext, Classical.choice, Quot.sound]
#print axioms RingTwistAveraging.periodic_antiperiodic_mean
-- 'RingTwistAveraging.periodic_antiperiodic_mean' depends on axioms: [propext, Classical.choice, Quot.sound]
```

## What the definitions say

A determinant is a `Finset ℤ`, and `groundEnergy` is the infimum of the energies of those with `N` elements. `fermiSea_isLeast` shows that this infimum is a minimum. Minimising over plane-wave determinants is built into the definition; general antisymmetric states do not appear. `bulkEnergy` is defined as the integral over the continuous Fermi sea, and `bulkEnergy_eq` evaluates it. The particle number stays fixed as the twist varies. Positivity is assumed only in `gamma_even`, where $N=0$ would make the strict inequality false.

## From the block to the average

`aufbau` splits both sums into common and unshared levels (`h1` to `h3`), fixes the signs of the unshared parts (`h4`, `h5`), and removes $\mu$ using `hcard`. `fermiSea_isLeast` supplies the threshold, checking levels inside and outside the block separately. `kineticEnergy_fermiSea` obtains the block energy by induction on `N`, where we centred the sum. Together they give `groundEnergy_eq`.

`gamma_odd`, `gamma_even` and `periodic_antiperiodic_mean` insert an explicit `m` for each parity. `single_twist_error` uses `round` to choose `m` and bounds the square. `twist_average` shifts the interval by `groundEnergy_periodic`, replaces the energy by the single parabola with `m = 0`, and integrates it through the antiderivative in `hd`.
